# For two or more classical harmonic oscillators, the thermal population above a positive threshold has an activation energy below that threshold

## Question

I model a molecule as $s\ge 1$ classical harmonic oscillators with density of states proportional to $E^{s-1}$, where the energy $E$ runs continuously from zero. Let $b=1/k_BT>0$, let $E_0>0$ be the least energy at which the molecule can react, and put $x=bE_0$. The equilibrium fraction above $E_0$ should then be

$$f=\int_x^\infty \frac{t^{s-1}e^{-t}}{(s-1)!}\,dt=e^{-x}S,\qquad S=\sum_{j<s}\frac{x^j}{j!},$$

and its activation energy $E_a=-d\ln f/db$ should be $E_0x^{s-1}/((s-1)!\,S)$, which is less than $E_0$ once $s\ge2$. Can this be derived step by step and checked in Lean?

## Answer

Yes. The same calculation also bounds the gap between $E_a$ and $E_0$, and shows that $E_a$ is a difference of two mean energies.

### From the Boltzmann integral to the activation energy

Write $n=s-1$ and $S_m(x)=\sum_{j<m}x^j/j!$, so that $S=S_{n+1}(x)$. Since $S_{n+1}'=S_n$,

$$\frac{d}{dx}\left[e^{-x}S_{n+1}(x)\right]=e^{-x}\left(S_n-S_{n+1}\right)=-\frac{e^{-x}x^n}{n!}.$$

The bracket vanishes at infinity. Substituting $t=bE$ gives, for any $c\ge0$,

$$\int_c^\infty E^n e^{-bE}\,dE=\frac{n!}{b^{n+1}}\,e^{-bc}S_{n+1}(bc).$$

Dividing the value at $c=E_0$ by the value at $c=0$, which is $n!/b^{n+1}$, gives $f=e^{-x}S_{n+1}(x)$. Because $dx/db=E_0$, the chain rule yields

$$E_a=-E_0\,\frac{f'(x)}{f(x)}=\frac{E_0x^n}{n!\,S_{n+1}(x)}.$$

For $s=1$ we have $S=1$, so $f=e^{-x}$ and $E_a=E_0$, the plain Arrhenius case.

For $s\ge2$, $n!\,S_{n+1}=n!\,S_n+x^n>x^n$, hence $E_a<E_0$. The gap is $E_0-E_a=E_0S_n/S_{n+1}$. It is less than $n/b$ because $xS_n<nS_{n+1}$, by induction:

- At $n=1$ the inequality reads $x<1+x$.
- In passing from $n$ to $n+1$, the left side gains $x\cdot x^n/n!$. The new last term on the right, $(n+1)x^{n+1}/(n+1)!$, equals it, and the remaining $(n+1)S_{n+1}$ exceeds $nS_{n+1}$.

Therefore $E_0-(s-1)k_BT<E_a<E_0$.

The mean energy above $c$ is the ratio of two consecutive Boltzmann integrals:

$$\langle E\rangle_{E>c}=\frac{s}{b}\,\frac{S_{s+1}(bc)}{S_s(bc)}=\frac{s}{b}+\frac{c\,(bc)^{s-1}}{(s-1)!\,S_s(bc)}.$$

Subtracting its value at $c=0$, namely $s/b$, from its value at $c=E_0$ leaves $E_a$.

### What the Lean definitions say

`truncExp s x` is $S_s(x)$. `boltzmannAbove s b c` is the unnormalised integral over $E>c$; the constant prefactor of the density of states cancels in `activatedFraction`. `meanEnergyAbove` is the conditional mean energy.

`activationEnergy` uses `deriv`, which returns zero where no derivative exists, so `activationEnergy_eq` also states differentiability through `HasDerivAt`. The equalities allow $E_0\ge0$; `activationEnergy_bounds` assumes $s\ge2$ and $E_0>0$. At $s=1$ both strict bounds fail, and at $E_0=0$ the upper one fails.

The power-law density of states is assumed, not derived from phase space. Quantised levels, anharmonicity, collision rates and pressure fall-off are absent. `tolman` treats every molecule above $E_0$ as equally activated, whereas Tolman's general relation weights molecules by their reactivity.

For a master-equation code run with this classical harmonic density of states, the formulas give a reference value for the equilibrium population above threshold.

```lean
import Mathlib

open MeasureTheory Set Filter Topology

namespace ActivatedOscillators

noncomputable section

/-- The exponential series cut after `s` terms, `S = ∑_{j<s} x^j / j!`. -/
def truncExp (s : ℕ) (x : ℝ) : ℝ := ∑ j ∈ Finset.range s, x ^ j / (j.factorial : ℝ)

/-- Boltzmann integral over energies above `c` for `s ≥ 1` classical oscillators, whose density of
states is proportional to `E^(s-1)`, at inverse temperature `b > 0` and for `c ≥ 0`. -/
def boltzmannAbove (s : ℕ) (b c : ℝ) : ℝ :=
  ∫ E in Ioi c, E ^ (s - 1) * Real.exp (-(b * E))

/-- Equilibrium fraction of molecules with energy above the threshold `E0`,
for `s ≥ 1`, `b > 0` and `E0 ≥ 0`. -/
def activatedFraction (s : ℕ) (E0 b : ℝ) : ℝ :=
  boltzmannAbove s b E0 / boltzmannAbove s b 0

/-- Activation energy of the activated fraction: minus the derivative of its logarithm with
respect to the inverse temperature, for `s ≥ 1`, `b > 0` and `E0 ≥ 0`. -/
def activationEnergy (s : ℕ) (E0 b : ℝ) : ℝ :=
  -deriv (fun β => Real.log (activatedFraction s E0 β)) b

/-- Mean energy of the molecules with energy above `c`, for `s ≥ 1`, `b > 0` and `c ≥ 0`. -/
def meanEnergyAbove (s : ℕ) (b c : ℝ) : ℝ :=
  (∫ E in Ioi c, E * (E ^ (s - 1) * Real.exp (-(b * E)))) / boltzmannAbove s b c

/-- The truncated exponential series with `n + 1` terms is the one with `n` terms plus `x^n / n!`.
-/
theorem truncExp_succ (n : ℕ) (x : ℝ) :
    truncExp (n + 1) x = truncExp n x + x ^ n / (n.factorial : ℝ) :=
  Finset.sum_range_succ _ _

/-- With at least one term and `x ≥ 0` the truncated exponential series is positive. -/
theorem truncExp_pos {s : ℕ} (hs : 1 ≤ s) {x : ℝ} (hx : 0 ≤ x) : 0 < truncExp s x := by
  induction s, hs using Nat.le_induction with
  | base => simp [truncExp]
  | succ n hn ih =>
    rw [truncExp_succ]
    exact add_pos_of_pos_of_nonneg ih (by positivity)

/-- For `x ≥ 0` and `n ≥ 1`, consecutive truncated series satisfy `x S_n < n S_(n+1)`. -/
theorem mul_truncExp_lt {n : ℕ} (hn : 1 ≤ n) {x : ℝ} (hx : 0 ≤ x) :
    x * truncExp n x < n * truncExp (n + 1) x := by
  induction n, hn using Nat.le_induction with
  | base => simp [truncExp, Finset.sum_range_succ]
  | succ n hn ih =>
    have hpos : 0 < truncExp (n + 1) x := truncExp_pos (by omega) hx
    have h1 : x * truncExp (n + 1) x
        = x * truncExp n x + x * (x ^ n / (n.factorial : ℝ)) := by
      rw [truncExp_succ, mul_add]
    -- the newest terms on the two sides agree
    have h3 : ((n + 1 : ℕ) : ℝ) * (x ^ (n + 1) / ((n + 1).factorial : ℝ))
        = x * (x ^ n / (n.factorial : ℝ)) := by
      rw [Nat.factorial_succ, pow_succ]
      push_cast
      field_simp
    rw [truncExp_succ (n + 1), mul_add, h3, h1]
    push_cast
    linarith

/-- The derivative of `exp(-x) S` telescopes to a single term, `-exp(-x) x^n / n!`, when `S`
has `n + 1` terms. -/
theorem hasDerivAt_exp_neg_mul_truncExp (n : ℕ) (x : ℝ) :
    HasDerivAt (fun y => Real.exp (-y) * truncExp (n + 1) y)
      (-(Real.exp (-x) * x ^ n / (n.factorial : ℝ))) x := by
  have he : HasDerivAt (fun y : ℝ => Real.exp (-y)) (-Real.exp (-x)) x := by
    simpa using (hasDerivAt_id' x).fun_neg.exp
  induction n with
  | zero => simpa [truncExp] using he
  | succ n ih =>
    have hp := he.fun_mul ((hasDerivAt_pow (n + 1) x).div_const ((n + 1).factorial : ℝ))
    have hfun : (fun y => Real.exp (-y) * truncExp (n + 1 + 1) y) = fun y =>
        Real.exp (-y) * truncExp (n + 1) y
          + Real.exp (-y) * (y ^ (n + 1) / ((n + 1).factorial : ℝ)) := by
      funext y
      rw [truncExp_succ (n + 1), mul_add]
    rw [hfun]
    refine (ih.fun_add hp).congr_deriv ?_
    simp only [Nat.add_sub_cancel, Nat.factorial_succ]
    push_cast
    field_simp
    ring

/-- For `b > 0` and `c ≥ 0`, the integral of `E^n exp(-bE)` over `E > c` is
`n! / b^(n+1)` times `exp(-bc) S`, where `S` has `n + 1` terms and argument `bc`. -/
theorem integral_above (n : ℕ) {b c : ℝ} (hb : 0 < b) (hc : 0 ≤ c) :
    ∫ E in Ioi c, E ^ n * Real.exp (-(b * E)) =
      (n.factorial : ℝ) / b ^ (n + 1) * (Real.exp (-(b * c)) * truncExp (n + 1) (b * c)) := by
  -- the antiderivative vanishes at infinity
  have hT : ∀ m : ℕ, Tendsto (fun x => Real.exp (-x) * truncExp m x) atTop (𝓝 0) := by
    intro m
    induction m with
    | zero => simp [truncExp]
    | succ m ih =>
      have h := ih.add ((Real.tendsto_pow_mul_exp_neg_atTop_nhds_zero m).div_const
        (m.factorial : ℝ))
      rw [zero_div, add_zero] at h
      refine h.congr fun x => ?_
      rw [truncExp_succ]
      ring
  have hlim := ((hT (n + 1)).comp (tendsto_id.const_mul_atTop hb)).const_mul
    (-((n.factorial : ℝ) / b ^ (n + 1)))
  rw [mul_zero] at hlim
  have hder : ∀ E ∈ Ici c, HasDerivAt (fun E => -((n.factorial : ℝ) / b ^ (n + 1)) *
      (Real.exp (-(b * E)) * truncExp (n + 1) (b * E))) (E ^ n * Real.exp (-(b * E))) E := by
    intro E _
    have h2 : HasDerivAt (fun E => b * E) b E := by
      simpa using (hasDerivAt_id' E).const_mul b
    refine (((hasDerivAt_exp_neg_mul_truncExp n (b * E)).comp E h2).const_mul
      (-((n.factorial : ℝ) / b ^ (n + 1)))).congr_deriv ?_
    rw [mul_pow, pow_succ]
    field_simp
  have hpos : ∀ E ∈ Ioi c, 0 ≤ E ^ n * Real.exp (-(b * E)) := by
    intro E hE
    have : 0 ≤ E := hc.trans (le_of_lt hE)
    positivity
  rw [integral_Ioi_of_hasDerivAt_of_nonneg' hder hpos hlim]
  ring

/-- For `s ≥ 1`, `b > 0` and `E0 ≥ 0`, with `x = b E0` and `S = truncExp s x`, the activated
fraction is `exp(-x) S`, and it is also the integral of `t^(s-1) exp(-t) / (s-1)!` over `t > x`. -/
theorem activatedFraction_eq {s : ℕ} (hs : 1 ≤ s) {E0 b : ℝ} (hE : 0 ≤ E0) (hb : 0 < b) :
    activatedFraction s E0 b = Real.exp (-(b * E0)) * truncExp s (b * E0) ∧
    activatedFraction s E0 b =
      ∫ t in Ioi (b * E0), t ^ (s - 1) * Real.exp (-t) / ((s - 1).factorial : ℝ) := by
  obtain ⟨n, rfl⟩ : ∃ n, s = n + 1 := ⟨s - 1, by omega⟩
  have h0 : truncExp (n + 1) 0 = 1 := by simp [truncExp, Finset.sum_range_succ']
  have hk : (n.factorial : ℝ) / b ^ (n + 1) ≠ 0 := by positivity
  have h1 : activatedFraction (n + 1) E0 b
      = Real.exp (-(b * E0)) * truncExp (n + 1) (b * E0) := by
    simp only [activatedFraction, boltzmannAbove, Nat.add_sub_cancel]
    rw [integral_above n hb hE, integral_above n hb le_rfl]
    simp only [mul_zero, neg_zero, Real.exp_zero, h0, mul_one]
    exact mul_div_cancel_left₀ _ hk
  refine ⟨h1, ?_⟩
  have h := integral_above n one_pos (mul_nonneg hb.le hE)
  simp only [one_mul, one_pow, div_one] at h
  rw [h1, Nat.add_sub_cancel, integral_div, h, mul_div_cancel_left₀ _ (by positivity)]

/-- For `s ≥ 1`, `b > 0` and `E0 ≥ 0`, the logarithm of the activated fraction is differentiable in
`b`, and the activation energy is `E0 x^(s-1) / ((s-1)! S)` with `x = b E0` and `S = truncExp s x`.
-/
theorem activationEnergy_eq {s : ℕ} (hs : 1 ≤ s) {E0 b : ℝ} (hE : 0 ≤ E0) (hb : 0 < b) :
    HasDerivAt (fun β => Real.log (activatedFraction s E0 β)) (-activationEnergy s E0 b) b ∧
    activationEnergy s E0 b =
      E0 * (b * E0) ^ (s - 1) / (((s - 1).factorial : ℝ) * truncExp s (b * E0)) := by
  obtain ⟨n, rfl⟩ : ∃ n, s = n + 1 := ⟨s - 1, by omega⟩
  simp only [Nat.add_sub_cancel]
  have hS : 0 < truncExp (n + 1) (b * E0) := truncExp_pos hs (mul_nonneg hb.le hE)
  have hx : HasDerivAt (fun β => β * E0) E0 b := by
    simpa using (hasDerivAt_id' b).mul_const E0
  have hlog := ((hasDerivAt_exp_neg_mul_truncExp n (b * E0)).comp b hx).log
    (mul_pos (Real.exp_pos (-(b * E0))) hS).ne'
  have hd : HasDerivAt (fun β => Real.log (activatedFraction (n + 1) E0 β))
      (-(E0 * (b * E0) ^ n / ((n.factorial : ℝ) * truncExp (n + 1) (b * E0)))) b := by
    refine (hlog.congr_of_eventuallyEq ?_).congr_deriv ?_
    · filter_upwards [Ioi_mem_nhds hb] with β hβ
      rw [(activatedFraction_eq hs hE hβ).1]
      rfl
    · have hne := hS.ne'
      simp only [Function.comp_apply]
      field_simp
  have hA : activationEnergy (n + 1) E0 b =
      E0 * (b * E0) ^ n / ((n.factorial : ℝ) * truncExp (n + 1) (b * E0)) := by
    rw [activationEnergy, hd.deriv, neg_neg]
  exact ⟨by rw [hA]; exact hd, hA⟩

/-- For `s ≥ 2` oscillators, `b > 0` and `E0 > 0`, the activation energy lies strictly below the
threshold `E0`, by less than `(s-1)/b`. -/
theorem activationEnergy_bounds {s : ℕ} (hs : 2 ≤ s) {E0 b : ℝ} (hE : 0 < E0) (hb : 0 < b) :
    E0 - ((s : ℝ) - 1) / b < activationEnergy s E0 b ∧ activationEnergy s E0 b < E0 := by
  obtain ⟨n, rfl⟩ : ∃ n, s = n + 1 := ⟨s - 1, by omega⟩
  have hn : 1 ≤ n := by omega
  have hx : 0 ≤ b * E0 := by positivity
  have hSn : 0 < truncExp n (b * E0) := truncExp_pos hn hx
  have hS : 0 < truncExp (n + 1) (b * E0) := truncExp_pos (by omega) hx
  have hf : (0 : ℝ) < n.factorial := by positivity
  have hcast : ((n + 1 : ℕ) : ℝ) - 1 = n := by push_cast; ring
  have hlt := mul_truncExp_lt hn hx
  have hsplit : (n.factorial : ℝ) * truncExp (n + 1) (b * E0)
      = n.factorial * truncExp n (b * E0) + (b * E0) ^ n := by
    rw [truncExp_succ, mul_add, mul_div_cancel₀ _ hf.ne']
  rw [(activationEnergy_eq (by omega) hE.le hb).2, hcast, Nat.add_sub_cancel]
  generalize truncExp (n + 1) (b * E0) = S at *
  generalize truncExp n (b * E0) = R at *
  generalize (b * E0) ^ n = p at *
  constructor
  · -- the deficit is controlled by `x S_n < n S_(n+1)`
    have key : E0 * R < n / b * S := by
      rw [div_mul_eq_mul_div, lt_div_iff₀ hb]
      linarith
    have h1 := mul_lt_mul_of_pos_left key hf
    have h2 : E0 * (n.factorial * S) = E0 * (n.factorial * R + p) := by rw [hsplit]
    rw [lt_div_iff₀ (mul_pos hf hS)]
    linarith
  · have h1 : 0 < E0 * (n.factorial * R) := by positivity
    rw [div_lt_iff₀ (mul_pos hf hS), hsplit]
    linarith

/-- For `s ≥ 1`, `b > 0` and `c ≥ 0`, the mean energy above `c` is `s/b` plus
`c (bc)^(s-1) / ((s-1)! S)`, where `S = truncExp s (b * c)`. -/
theorem meanEnergyAbove_eq {s : ℕ} (hs : 1 ≤ s) {b c : ℝ} (hb : 0 < b) (hc : 0 ≤ c) :
    meanEnergyAbove s b c =
      s / b + c * (b * c) ^ (s - 1) / (((s - 1).factorial : ℝ) * truncExp s (b * c)) := by
  obtain ⟨n, rfl⟩ : ∃ n, s = n + 1 := ⟨s - 1, by omega⟩
  have hS : truncExp (n + 1) (b * c) ≠ 0 := (truncExp_pos hs (mul_nonneg hb.le hc)).ne'
  have he : Real.exp (-(b * c)) ≠ 0 := Real.exp_ne_zero _
  have hint : ∀ E : ℝ, E * (E ^ n * Real.exp (-(b * E)))
      = E ^ (n + 1) * Real.exp (-(b * E)) := fun E => by ring
  simp only [meanEnergyAbove, boltzmannAbove, Nat.add_sub_cancel, hint]
  rw [integral_above (n + 1) hb hc, integral_above n hb hc, truncExp_succ (n + 1),
    Nat.factorial_succ, pow_succ (b * c) n]
  generalize truncExp (n + 1) (b * c) = S at *
  generalize Real.exp (-(b * c)) = e at *
  push_cast
  field_simp
  ring

/-- For `s ≥ 1` classical oscillators, `b > 0` and `E0 ≥ 0`, the activation energy of the activated
fraction is the mean energy of the molecules above `E0` minus the mean energy of all molecules. This
is the special case of Tolman's relation in which all molecules above `E0` count equally. -/
theorem tolman {s : ℕ} (hs : 1 ≤ s) {E0 b : ℝ} (hE : 0 ≤ E0) (hb : 0 < b) :
    activationEnergy s E0 b = meanEnergyAbove s b E0 - meanEnergyAbove s b 0 := by
  rw [(activationEnergy_eq hs hE hb).2, meanEnergyAbove_eq hs hb hE,
    meanEnergyAbove_eq hs hb le_rfl, zero_mul, zero_div]
  ring

end

end ActivatedOscillators
```

```lean
#print axioms ActivatedOscillators.activationEnergy_bounds
-- 'ActivatedOscillators.activationEnergy_bounds' depends on axioms: [propext, Classical.choice, Quot.sound]
#print axioms ActivatedOscillators.tolman
-- 'ActivatedOscillators.tolman' depends on axioms: [propext, Classical.choice, Quot.sound]
```

### How the lemmas carry the calculation

`hasDerivAt_exp_neg_mul_truncExp` proves the telescoping derivative by induction, adding one term of the series at a time. `integral_above` turns it into an antiderivative and shows that this tends to zero at infinity; since the integrand is nonnegative, integrability needs no separate argument.

`activatedFraction_eq` takes the ratio, then applies `integral_above` again with inverse temperature 1 to obtain the dimensionless integral. The closed form is available only for positive inverse temperature, so `activationEnergy_eq` uses it in a neighbourhood of $b$ before differentiating the logarithm.

`mul_truncExp_lt` is the induction above, and `activationEnergy_bounds` combines it with the splitting of $n!\,S_{n+1}$. Finally, `meanEnergyAbove_eq` evaluates the ratio of consecutive integrals, and `tolman` subtracts its values at the two thresholds.
